# Scale dependence of the massless magnetic determinant from the excited Landau levels

Let $b>0$ be the strength of a constant magnetic field, with the charge absorbed into it and $\hbar=c=1$. Let $u=\mu^2>0$ be the squared renormalization scale. For a massless Dirac fermion in this field, the question is how the determinant of the squared Euclidean Dirac operator depends on $u$. The operator is first divided by $u$, which makes its eigenvalues dimensionless: an eigenvalue $E$ of the squared operator enters the spectral zeta function as $(E/u)^{-s}=u^sE^{-s}$. The logarithm of the determinant is defined as minus the derivative of this zeta function at $s=0$. Below, $Z_u(s)$ is this zeta function per unit Euclidean four-volume, multiplied by $4\pi^2$, with the scale-free contribution of the lowest Landau level set to zero by convention. The logarithm of the determinant per unit four-volume is then $-Z_u'(0)/(4\pi^2)$, and the task is to find the $u$-dependence of $Z_u'(0)$.

In the code `b` and `u` are real and `s` is complex; `(b : ℂ)` is the same real number read as a complex one.

```lean
import Mathlib

open Complex Set Filter Topology

namespace MagneticDeterminant

noncomputable section
```

## The excited levels and their closed form

Level $N\ge1$ contributes a continuum of eigenvalues $E>2bN$, since the momentum along the field and the Euclidean frequency are free. The letter $E$ thus denotes an eigenvalue of the squared operator, with the dimension of an energy squared. Lean counts from $n=0$, so $N=n+1$:

$$z_n(s)=2b\,u^s\int_{2b(n+1)}^\infty E^{-s}\,dE .$$

The constant weight $2b$ is the density of eigenvalues per unit Euclidean four-volume, multiplied by $4\pi^2$. It combines the Landau degeneracy, the four spinor states of an excited level and the two-dimensional momentum measure.

```lean
/-- Contribution of the excited Landau level `n + 1` to the spectral zeta function of the squared
Dirac operator, taken per unit four-volume and multiplied by `4π²`, for `b > 0`, `u > 0` and
`Re s > 1`: the eigenvalues `E` above the threshold `2b(n+1)` are integrated with weight `2b`, and
`u` is the squared renormalization scale. -/
def landauMode (b u : ℝ) (s : ℂ) (n : ℕ) : ℂ :=
  2 * (b : ℂ) * (u : ℂ) ^ s * ∫ E : ℝ in Ioi (2 * b * ((n : ℝ) + 1)), (E : ℂ) ^ (-s)
```

The function to be studied at $s=0$, where these integrals diverge, is

$$Z_u(s)=\frac{2b\,u^s(2b)^{1-s}\zeta(s-1)}{s-1},$$

with $\zeta$ the Riemann zeta function.

```lean
/-- The magnetic zeta function in closed form, for `b > 0`, `u > 0` and `s` different from
`1` and `2`. -/
def magneticZeta (b u : ℝ) (s : ℂ) : ℂ :=
  2 * (b : ℂ) * (u : ℂ) ^ s * (2 * (b : ℂ)) ^ (1 - s) * riemannZeta (s - 1) / (s - 1)
```

The spectrum and its weight are inputs here. The step to the full operator is to discard the lowest level: its continuum starts at zero, and $\int_0^\infty E^{-s}dE$ converges for no $s$. Setting such a scale-free integral to zero is the usual convention.

## From the eigenvalue integral to the zeta function

For $\operatorname{Re}s>1$ the upper limit contributes nothing, and

$$z_n(s)=2b\,u^s\frac{(2b(n+1))^{1-s}}{s-1}
=\frac{2b\,u^s(2b)^{1-s}}{s-1}\,\frac1{(n+1)^{s-1}} .$$

In the proof, `hpow` splits the power of the product, which is allowed because both factors are nonnegative reals.

```lean
/-- For `b > 0` and `Re s > 1`, the contribution of an excited Landau level is a level-independent
factor times a power of the level number. -/
theorem landauMode_eq {b : ℝ} (hb : 0 < b) (u : ℝ) {s : ℂ} (hs : 1 < s.re) (n : ℕ) :
    landauMode b u s n =
      2 * (b : ℂ) * (u : ℂ) ^ s * (2 * (b : ℂ)) ^ (1 - s) / (s - 1) *
        (1 / ((n : ℂ) + 1) ^ (s - 1)) := by
  have hc : 0 < 2 * b * ((n : ℝ) + 1) := by positivity
  have hre : (-s).re < -1 := by
    rw [Complex.neg_re]
    linarith
  -- the threshold power splits into a field factor and a level factor
  have hpow : ((2 * b * ((n : ℝ) + 1) : ℝ) : ℂ) ^ (-s + 1) =
      (2 * (b : ℂ)) ^ (1 - s) * (1 / ((n : ℂ) + 1) ^ (s - 1)) := by
    have h := Complex.mul_cpow_ofReal_nonneg (a := 2 * b) (b := (n : ℝ) + 1)
      (by positivity) (by positivity) (1 - s)
    rw [show -s + 1 = 1 - s by ring, one_div, ← Complex.cpow_neg, neg_sub]
    push_cast at h ⊢
    exact h
  rw [landauMode, integral_Ioi_cpow_of_lt hre hc, hpow,
    show -s + 1 = -(s - 1) by ring, neg_div_neg_eq]
  ring
```

For $\operatorname{Re}s>2$ the remaining sum is $\sum_{n\ge0}(n+1)^{-(s-1)}=\zeta(s-1)$, hence $\sum_n z_n(s)=Z_u(s)$. `HasSum` states both the convergence and the value. The proof multiplies the zeta series by the common prefactor.

```lean
/-- For `b > 0` and `Re s > 2`, the sum over excited Landau levels converges to the magnetic
zeta function. -/
theorem hasSum_landauMode {b : ℝ} (hb : 0 < b) (u : ℝ) {s : ℂ} (hs : 2 < s.re) :
    HasSum (landauMode b u s) (magneticZeta b u s) := by
  have h1 : 1 < (s - 1).re := by
    rw [Complex.sub_re, Complex.one_re]
    linarith
  have hsum : Summable fun n : ℕ => 1 / ((n : ℂ) + 1) ^ (s - 1) := by
    have h := (summable_nat_add_iff 1).mpr (Complex.summable_one_div_nat_cpow.mpr h1)
    simpa using h
  have h2 := hsum.hasSum.mul_left
    (2 * (b : ℂ) * (u : ℂ) ^ s * (2 * (b : ℂ)) ^ (1 - s) / (s - 1))
  rw [← zeta_eq_tsum_one_div_nat_add_one_cpow h1] at h2
  rw [show landauMode b u s = _ from funext (landauMode_eq hb u (by linarith))]
  have hval : magneticZeta b u s =
      2 * (b : ℂ) * (u : ℂ) ^ s * (2 * (b : ℂ)) ^ (1 - s) / (s - 1) * riemannZeta (s - 1) := by
    unfold magneticZeta
    ring
  rw [hval]
  exact h2
```

## Continuation to $s=0$

The powers $u^s$ and $(2b)^{1-s}$ are entire. The factor $\zeta(s-1)$ is singular only at $s=2$, and the denominator vanishes only at $s=1$. Everywhere else $Z_u$ is complex differentiable.

```lean
/-- For `b, u > 0` the magnetic zeta function is complex differentiable at every `s` other
than `1` and `2`. -/
theorem differentiableAt_magneticZeta {b u : ℝ} (hb : 0 < b) (hu : 0 < u) {s : ℂ}
    (h1 : s ≠ 1) (h2 : s ≠ 2) : DifferentiableAt ℂ (magneticZeta b u) s := by
  have hu0 : (u : ℂ) ≠ 0 := Complex.ofReal_ne_zero.mpr hu.ne'
  have hb0 : 2 * (b : ℂ) ≠ 0 := mul_ne_zero two_ne_zero (Complex.ofReal_ne_zero.mpr hb.ne')
  have hs : s - 1 ≠ 1 := fun h => h2 (by linear_combination h)
  have hd : DifferentiableAt ℂ (fun z : ℂ => z - 1) s := by fun_prop
  have hd' : DifferentiableAt ℂ (fun z : ℂ => 1 - z) s := by fun_prop
  have hz : DifferentiableAt ℂ (fun z : ℂ => riemannZeta (z - 1)) s :=
    DifferentiableAt.comp s (differentiableAt_riemannZeta hs) hd
  have hU : DifferentiableAt ℂ (fun z : ℂ => (u : ℂ) ^ z) s :=
    differentiableAt_id.const_cpow (Or.inl hu0)
  have hB : DifferentiableAt ℂ (fun z : ℂ => (2 * (b : ℂ)) ^ (1 - z)) s :=
    hd'.const_cpow (Or.inl hb0)
  exact (((hU.const_mul (2 * (b : ℂ))).mul hB).mul hz).div hd (sub_ne_zero.mpr h1)
```

The plane without these two points is connected. If $F$ is holomorphic there and equals the level sum for $\operatorname{Re}s>2$, it agrees with $Z_u$ near $s=3$, and the identity theorem gives $F=Z_u$ on the whole domain. The value at $s=0$ is therefore fixed by the level sum.

```lean
/-- For `b, u > 0`, any function that is holomorphic away from `s = 1, 2` and equals the sum over
excited Landau levels for `Re s > 2` agrees with the magnetic zeta function at every `s` other than
`1` and `2`. -/
theorem continuation_unique {b u : ℝ} (hb : 0 < b) (hu : 0 < u) {F : ℂ → ℂ}
    (hF : DifferentiableOn ℂ F ({1, 2}ᶜ : Set ℂ))
    (hsum : ∀ s : ℂ, 2 < s.re → HasSum (landauMode b u s) (F s)) :
    EqOn F (magneticZeta b u) ({1, 2}ᶜ : Set ℂ) := by
  have hfin : ({1, 2} : Set ℂ).Finite := Set.toFinite _
  have hopen : IsOpen ({1, 2}ᶜ : Set ℂ) := hfin.isClosed.isOpen_compl
  -- the plane without two points is connected
  have hconn : IsPreconnected ({1, 2}ᶜ : Set ℂ) :=
    (Set.Countable.isPathConnected_compl_of_one_lt_rank
      (by rw [Complex.rank_real_complex]; exact Nat.one_lt_ofNat)
      hfin.countable).isConnected.isPreconnected
  have hG : DifferentiableOn ℂ (magneticZeta b u) ({1, 2}ᶜ : Set ℂ) := fun s hs =>
    (differentiableAt_magneticZeta hb hu (fun h => hs (Or.inl h))
      (fun h => hs (Or.inr h))).differentiableWithinAt
  have h3 : (3 : ℂ) ∈ ({1, 2}ᶜ : Set ℂ) := by norm_num
  -- both functions agree near `s = 3`, where the level sum converges
  refine (hF.analyticOnNhd hopen).eqOn_of_preconnected_of_eventuallyEq
    (hG.analyticOnNhd hopen) hconn h3 ?_
  filter_upwards [(isOpen_lt continuous_const Complex.continuous_re).mem_nhds
    (show (2 : ℝ) < (3 : ℂ).re by norm_num)] with s hs
  exact (hsum s hs).unique (hasSum_landauMode hb u hs)
```

## Value and derivative at $s=0$

From $\zeta(-k)=(-1)^kB_{k+1}/(k+1)$ and the Bernoulli number $B_2=1/6$, the case $k=1$ gives $\zeta(-1)=-1/12$.

```lean
/-- The Riemann zeta function takes the value `-1/12` at `-1`. -/
theorem zeta_neg_one : riemannZeta (-1) = -1 / 12 := by
  have hB : bernoulli (1 + 1) = 1 / 6 := by
    rw [bernoulli_eq_bernoulli'_of_ne_one (by norm_num)]
    exact bernoulli'_two
  calc riemannZeta (-1) = riemannZeta (-((1 : ℕ) : ℂ)) := by rw [Nat.cast_one]
    _ = -1 / 12 := by
      rw [riemannZeta_neg_nat_eq_bernoulli, hB]
      norm_num
```

Write $Z_u(s)=A(s)/(s-1)$ with $A(s)=2b\,u^s(2b)^{1-s}\zeta(s-1)$. Then

$$A(0)=4b^2\zeta(-1)=-\frac{b^2}{3},\qquad
A'(0)=-\frac{b^2}{3}\ln\frac{u}{2b}+4b^2\zeta'(-1),$$

and the quotient rule gives

$$Z_u'(0)=-A'(0)-A(0)=\frac{b^2}{3}\left(\ln\frac{u}{2b}+1\right)-4b^2\zeta'(-1).$$

The facts `hU`, `hB`, `hZ` and `hd` are the derivatives of the four factors, which the product and quotient rules then combine. `HasDerivAt` says that the derivative exists, so each `deriv` in the last theorem is a true derivative.

```lean
/-- For `b, u > 0`, the derivative of the magnetic zeta function at `s = 0` is
`(b²/3)(ln(u/(2b)) + 1) - 4b² ζ'(-1)`. -/
theorem hasDerivAt_magneticZeta_zero {b u : ℝ} (hb : 0 < b) (hu : 0 < u) :
    HasDerivAt (magneticZeta b u)
      (((b ^ 2 / 3 * (Real.log (u / (2 * b)) + 1) : ℝ) : ℂ)
        - 4 * (b : ℂ) ^ 2 * deriv riemannZeta (-1)) 0 := by
  have hu0 : (u : ℂ) ≠ 0 := Complex.ofReal_ne_zero.mpr hu.ne'
  have hb0 : 2 * (b : ℂ) ≠ 0 := mul_ne_zero two_ne_zero (Complex.ofReal_ne_zero.mpr hb.ne')
  have h2b : 2 * b ≠ 0 := by positivity
  have lu : Complex.log (u : ℂ) = (Real.log u : ℂ) := (Complex.ofReal_log hu.le).symm
  have lb : Complex.log (2 * (b : ℂ)) = (Real.log (2 * b) : ℂ) := by
    rw [Complex.ofReal_log (show 0 ≤ 2 * b by positivity), Complex.ofReal_mul,
      Complex.ofReal_ofNat]
  -- derivatives of the four factors
  have hU : HasDerivAt (fun z : ℂ => (u : ℂ) ^ z) (Complex.log u) 0 :=
    ((hasDerivAt_id (0 : ℂ)).const_cpow (Or.inl hu0)).congr_deriv (by simp)
  have hB : HasDerivAt (fun z : ℂ => (2 * (b : ℂ)) ^ (1 - z))
      (-(2 * (b : ℂ)) * Complex.log (2 * (b : ℂ))) 0 :=
    (((hasDerivAt_id (0 : ℂ)).const_sub 1).const_cpow (Or.inl hb0)).congr_deriv (by simp)
  have hZ : HasDerivAt (fun z : ℂ => riemannZeta (z - 1)) (deriv riemannZeta (-1)) 0 := by
    apply HasDerivAt.comp_sub_const
    rw [zero_sub]
    exact (differentiableAt_riemannZeta (by norm_num)).hasDerivAt
  have hd : HasDerivAt (fun z : ℂ => z - 1) 1 0 := (hasDerivAt_id (0 : ℂ)).sub_const 1
  rw [lu] at hU
  rw [lb] at hB
  refine ((((hU.const_mul (2 * (b : ℂ))).fun_mul hB).fun_mul hZ).fun_div hd
    (by norm_num)).congr_deriv ?_
  rw [Real.log_div hu.ne' h2b]
  generalize Real.log u = L
  generalize Real.log (2 * b) = M
  simp only [zero_sub, sub_zero, Complex.cpow_zero, Complex.cpow_one, zeta_neg_one]
  push_cast
  ring
```

The value is $Z_u(0)=-A(0)=b^2/3$. In the difference between scales $u$ and $1$, everything but the logarithm of $u$ cancels:

$$Z_u'(0)-Z_1'(0)=\frac{b^2}{3}\left(\ln\frac{u}{2b}-\ln\frac{1}{2b}\right)=\frac{b^2}{3}\ln u .$$

The logarithm of the determinant per unit four-volume, $-Z_u'(0)/(4\pi^2)$, therefore changes by $-b^2\ln u/(12\pi^2)$. The reference $u=1$ is one unit of squared energy in whatever units are chosen. For massless fermions in a constant field at one loop, this $b^2\ln u$ term is the logarithm associated with the running of the QED charge.

```lean
/-- Scale dependence of the massless magnetic determinant: for `b, u > 0` the magnetic zeta
function equals `b²/3` at `s = 0`, and changing the squared renormalization scale from `1` to
`u` shifts its derivative there by `(b²/3) ln u`. -/
theorem magnetic_scale_dependence {b u : ℝ} (hb : 0 < b) (hu : 0 < u) :
    magneticZeta b u 0 = (b : ℂ) ^ 2 / 3 ∧
      deriv (magneticZeta b u) 0 - deriv (magneticZeta b 1) 0 =
        (b : ℂ) ^ 2 / 3 * (Real.log u : ℂ) := by
  have h2b : 2 * b ≠ 0 := by positivity
  constructor
  · simp only [magneticZeta, zero_sub, sub_zero, Complex.cpow_zero, Complex.cpow_one,
      zeta_neg_one]
    ring
  · -- the terms without `u` cancel in the difference
    rw [(hasDerivAt_magneticZeta_zero hb hu).deriv,
      (hasDerivAt_magneticZeta_zero hb one_pos).deriv,
      Real.log_div hu.ne' h2b, Real.log_div one_ne_zero h2b, Real.log_one]
    generalize Real.log u = L
    generalize Real.log (2 * b) = M
    push_cast
    ring

end

end MagneticDeterminant
```

```lean
#print axioms MagneticDeterminant.continuation_unique
#print axioms MagneticDeterminant.magnetic_scale_dependence
```

```
'MagneticDeterminant.continuation_unique' depends on axioms: [propext, Classical.choice, Quot.sound]
'MagneticDeterminant.magnetic_scale_dependence' depends on axioms: [propext, Classical.choice, Quot.sound]
```
